# The coupled-cluster linear response function without first-order multipliers

## Amplitudes, multipliers and two response functions

Let n be a finite set that labels the excitations of a coupled-cluster calculation, and let K be the field of scalars, usually ℝ or ℂ. Amplitudes and multipliers are vectors with entries in K. The product u·v is the plain sum of uᵢvᵢ, without complex conjugation, and Aᵀ is the transpose, not the adjoint.

In Lean 4 with Mathlib:

```lean
import Mathlib

open Matrix

namespace CoupledClusterResponse

variable {n K : Type*} [Fintype n] [DecidableEq n] [Field K]
```

The amplitude equations are taken as projections of the similarity-transformed Schrödinger equation onto states biorthonormal to the excited states that the amplitudes multiply. With this normalisation the frequency ω below multiplies the unit matrix; otherwise an overlap matrix would stand there. The Jacobian A is the derivative of the amplitude equations with respect to the amplitudes. It is in general not symmetric. A perturbation X enters the amplitude equations through a vector ξ_X, and its first-order amplitudes at frequency ω solve

(A − ω) t = −ξ.

The definition states this equation as a condition on `t`, so no inverse is needed. When ω is an eigenvalue of A, which is a coupled-cluster excitation energy, a solution either does not exist or is not unique.

```lean
/-- The first-order amplitudes `t` at frequency `ω` solve `(A - ω) t = -ξ`, with `A` the
coupled-cluster Jacobian and `ξ` the perturbation vector. -/
def IsAmplitude (A : Matrix n n K) (ω : K) (ξ t : n → K) : Prop :=
  (A - ω • (1 : Matrix n n K)) *ᵥ t = -ξ
```

The response multipliers are the first-order change of the Lagrange multipliers. Two further quantities determine them: the vector η, which is the mixed derivative of the coupled-cluster Lagrangian with respect to perturbation strength and amplitudes, and the matrix F of its second derivatives with respect to the amplitudes. The equation is

(A + ω)ᵀ m = −(η + F t).

The frequency has the opposite sign to the one in the amplitude equation.

```lean
/-- The first-order multipliers `m` at frequency `ω` solve `(A + ω)ᵀ m = -(η + F t)`. -/
def IsMultiplier (A F : Matrix n n K) (ω : K) (η t m : n → K) : Prop :=
  (A + ω • (1 : Matrix n n K))ᵀ *ᵥ m = -(η + F *ᵥ t)
```

With the amplitudes t_Y and multipliers m_Y of one perturbation, the response function of X and Y is

η_X·t_Y + m_Y·ξ_X.

This expression is taken as a definition at every frequency; it is not derived here from a time-dependent theory.

```lean
/-- The response function written with the amplitudes and multipliers of the perturbation `Y`. -/
def multiplierResponse (ηX ξX tY mY : n → K) : K :=
  ηX ⬝ᵥ tY + mY ⬝ᵥ ξX
```

The symmetric form uses the amplitudes of both perturbations and no response multipliers:

η_X·t_Y + η_Y·t_X + t_X·F t_Y.

The zeroth-order multipliers are still present, inside η and F, as the second-order energy below shows.

```lean
/-- The response function written with the first-order amplitudes of both perturbations. -/
def symmetricResponse (F : Matrix n n K) (ηX ηY tX tY : n → K) : K :=
  ηX ⬝ᵥ tY + ηY ⬝ᵥ tX + tX ⬝ᵥ (F *ᵥ tY)
```

## Moving the Jacobian from one vector to the other

Suppose that B s = −ξ and Bᵀ m = −v. Then

m·ξ = −m·(B s) = −(Bᵀ m)·s = v·s.

A contraction with the solution m of the transposed equation is thus replaced by a contraction with the solution s of the original one. Both eliminations below rest on this line.

```lean
omit [DecidableEq n] in
/-- If `B s = -ξ` and `Bᵀ m = -v`, the contraction of `m` with `ξ` equals that of `v`
with `s`. -/
theorem interchange {B : Matrix n n K} {s ξ m v : n → K}
    (hs : B *ᵥ s = -ξ) (hm : Bᵀ *ᵥ m = -v) : m ⬝ᵥ ξ = v ⬝ᵥ s := by
  have h : m ⬝ᵥ (B *ᵥ s) = (Bᵀ *ᵥ m) ⬝ᵥ s := by
    rw [Matrix.dotProduct_mulVec, Matrix.mulVec_transpose]
  rw [hs, hm, dotProduct_neg, neg_dotProduct] at h
  exact neg_inj.mp h
```

The auxiliary equation `h` is the middle step, m·(B s) = (Bᵀ m)·s. Substituting the two hypotheses puts a minus sign on each side, and `neg_inj` removes them.

## Eliminating the second-order amplitudes from the static energy

Let x and y be the strengths of two static perturbations, and let the orbitals be held fixed. The energy E(t, x, y) is evaluated at amplitudes that satisfy Ω(t, x, y) = 0. The Hamiltonian is assumed to be linear in x and y, as it is for uniform electric fields in the dipole form. Both E and Ω are linear in the Hamiltonian, so neither has an explicit mixed derivative in x and y. Write

g = ∂E/∂t, h_X = ∂²E/∂t∂x, G = ∂²E/∂t²,

A = ∂Ω/∂t, B_X = ∂²Ω/∂t∂x, C_k = ∂²Ω_k/∂t²,

and likewise h_Y and B_Y. Differentiating the amplitude equations once in x gives A t_X = −ξ_X with ξ_X = ∂Ω/∂x. Differentiating again in y gives

A t_XY = −(B_X t_Y + B_Y t_X + c), c_k = t_X·C_k t_Y.

The second derivative of the energy is

E_XY = g·t_XY + h_X·t_Y + h_Y·t_X + t_X·G t_Y.

The zeroth-order multipliers l satisfy Aᵀ l = −g, which makes the Lagrangian E + l·Ω stationary in the amplitudes. The interchange with m = l and v = g gives

g·t_XY = l·(B_X t_Y + B_Y t_X + c)
= (B_Xᵀ l)·t_Y + (B_Yᵀ l)·t_X + t_X·(Σ_k l_k C_k) t_Y.

Collecting terms, E_XY takes the symmetric form with

η_X = h_X + B_Xᵀ l, η_Y = h_Y + B_Yᵀ l, F = G + Σ_k l_k C_k.

```lean
/-- The second-order energy, written with second-order amplitudes `tXY`, equals the symmetric
response built from first-order amplitudes and the zeroth-order multipliers `l`. Here `g`, `hX`,
`hY`, `G` are energy derivatives and `A`, `BX`, `BY`, `C` derivatives of the amplitude equations. -/
theorem second_order_energy {A BX BY G : Matrix n n K} {C : n → Matrix n n K}
    {g hX hY l tX tY tXY : n → K} (hl : Aᵀ *ᵥ l = -g)
    (hT : A *ᵥ tXY = -(BX *ᵥ tY + BY *ᵥ tX + fun k => tX ⬝ᵥ (C k *ᵥ tY))) :
    g ⬝ᵥ tXY + hX ⬝ᵥ tY + hY ⬝ᵥ tX + tX ⬝ᵥ (G *ᵥ tY) =
      symmetricResponse (G + ∑ k, l k • C k) (hX + BXᵀ *ᵥ l) (hY + BYᵀ *ᵥ l) tX tY := by
  -- the multipliers replace the second-order amplitudes
  have h := interchange hT hl
  have hB : ∀ (B : Matrix n n K) (t : n → K), l ⬝ᵥ (B *ᵥ t) = (Bᵀ *ᵥ l) ⬝ᵥ t := by
    intro B t
    rw [Matrix.dotProduct_mulVec, Matrix.mulVec_transpose]
  -- the quadratic part of the amplitude equations is absorbed in the matrix F
  have hS : ∀ s : Finset n, ∑ k ∈ s, l k * (tX ⬝ᵥ (C k *ᵥ tY)) =
      tX ⬝ᵥ ((∑ k ∈ s, l k • C k) *ᵥ tY) := by
    intro s
    induction s using Finset.induction_on with
    | empty => simp
    | insert a s ha ih =>
      rw [Finset.sum_insert ha, Finset.sum_insert ha, ih, Matrix.add_mulVec, dotProduct_add,
        Matrix.smul_mulVec, dotProduct_smul, smul_eq_mul]
  have hC : l ⬝ᵥ (fun k => tX ⬝ᵥ (C k *ᵥ tY)) = tX ⬝ᵥ ((∑ k, l k • C k) *ᵥ tY) :=
    hS Finset.univ
  unfold symmetricResponse
  rw [← h, dotProduct_add, dotProduct_add, hB, hB, hC, add_dotProduct, add_dotProduct,
    Matrix.add_mulVec, dotProduct_add]
  ring
```

The theorem starts from the differentiated equations: `hl` is the multiplier condition, `hT` is the second-order amplitude equation, and the left side of the conclusion is E_XY. The derivatives themselves are arbitrary vectors and matrices. In the proof, `hB` transposes B_X and B_Y. The induction in `hS` takes the sum over k inside the matrix product, which produces the second part of F, and `ring` collects the terms.

## Eliminating the response multipliers at frequency ω

Now take t_X at frequency −ω and m_Y at frequency ω:

(A + ω) t_X = −ξ_X,

(A + ω)ᵀ m_Y = −(η_Y + F t_Y).

The same matrix A + ω stands in both equations, once transposed. The interchange therefore gives

m_Y·ξ_X = (η_Y + F t_Y)·t_X = η_Y·t_X + t_X·F t_Y,

and adding η_X·t_Y gives the symmetric form.

```lean
/-- At frequency `ω` the response function with multipliers equals the symmetric form, in which
the amplitudes of `X` are taken at frequency `-ω`. -/
theorem multiplierResponse_eq_symmetricResponse {A F : Matrix n n K} {ω : K}
    {ξX ηX ηY tX tY mY : n → K} (hX : IsAmplitude A (-ω) ξX tX)
    (hm : IsMultiplier A F ω ηY tY mY) :
    multiplierResponse ηX ξX tY mY = symmetricResponse F ηX ηY tX tY := by
  unfold IsAmplitude at hX
  unfold IsMultiplier at hm
  rw [neg_smul, sub_neg_eq_add] at hX
  unfold multiplierResponse symmetricResponse
  rw [interchange hX hm, add_dotProduct, dotProduct_comm (F *ᵥ tY) tX]
  ring
```

The hypothesis `hX` carries the frequency `-ω`, and the first rewriting turns A − (−ω) into A + ω. The matrix F need not be symmetric, and t_Y need not solve its own amplitude equation: the identity uses t_Y only as it appears in the multiplier equation. In the physical application it is the first-order amplitude vector of Y at frequency ω.

## Explicit inverses in the static case

At ω = 0 and for invertible A the equations are solved by

t_X = −A⁻¹ ξ_X, t_Y = −A⁻¹ ξ_Y,

m_Y = −(Aᵀ)⁻¹ (η_Y + F t_Y).

Indeed A(−A⁻¹ ξ_X) = −ξ_X, and the other two follow in the same way, since det Aᵀ = det A. The previous result then gives

η_X·t_Y + m_Y·ξ_X = η_X·t_Y + η_Y·t_X + t_X·F t_Y.

Invertibility, stated as `IsUnit A.det`, means physically that the coupled-cluster problem has no excitation energy equal to zero.

```lean
/-- For an invertible Jacobian the inverse formulas solve the static amplitude and multiplier
equations, and the static response function takes the symmetric form. -/
theorem static_response {A F : Matrix n n K} (hA : IsUnit A.det)
    {ξX ξY ηX ηY tX tY mY : n → K}
    (htX : tX = -(A⁻¹ *ᵥ ξX)) (htY : tY = -(A⁻¹ *ᵥ ξY))
    (hmY : mY = -((Aᵀ)⁻¹ *ᵥ (ηY + F *ᵥ tY))) :
    IsAmplitude A 0 ξX tX ∧ IsAmplitude A 0 ξY tY ∧ IsMultiplier A F 0 ηY tY mY ∧
      multiplierResponse ηX ξX tY mY = symmetricResponse F ηX ηY tX tY := by
  have solve : ∀ B : Matrix n n K, IsUnit B.det → ∀ v : n → K,
      B *ᵥ (-(B⁻¹ *ᵥ v)) = -v := by
    intro B hB v
    rw [Matrix.mulVec_neg, Matrix.mulVec_mulVec, Matrix.mul_nonsing_inv _ hB,
      Matrix.one_mulVec]
  have hAt : IsUnit (Aᵀ).det := by rwa [Matrix.det_transpose]
  have hX : IsAmplitude A 0 ξX tX := by
    unfold IsAmplitude
    rw [zero_smul, sub_zero, htX]
    exact solve A hA ξX
  have hY : IsAmplitude A 0 ξY tY := by
    unfold IsAmplitude
    rw [zero_smul, sub_zero, htY]
    exact solve A hA ξY
  have hm : IsMultiplier A F 0 ηY tY mY := by
    unfold IsMultiplier
    rw [zero_smul, add_zero, hmY]
    exact solve Aᵀ hAt _
  exact ⟨hX, hY, hm,
    multiplierResponse_eq_symmetricResponse (by rw [neg_zero]; exact hX) hm⟩
```

The conclusion has four parts: the three formulas solve their equations, and the two response functions agree. The local lemma `solve` does the matrix cancellation once for A and Aᵀ.

If x and y are the strengths of static electric fields, a polarizability component is −E_XY. For fixed orbitals and a finite set of amplitudes, once the ground-state amplitudes and the zeroth-order multipliers are known, solving one first-order amplitude equation for each field direction is enough to obtain the full static polarizability tensor, without response multipliers.

## Exchange of the perturbations

Exchanging X and Y in the symmetric form swaps its first two terms. Only the last term can change, so invariance for all data means

t_X·F t_Y = t_Y·F t_X for all t_X and t_Y.

If F = Fᵀ, this holds. Conversely, set both η vectors to zero and choose the unit vectors t_X = e_j and t_Y = e_i. The equation becomes F_ji = F_ij.

```lean
/-- The symmetric form is unchanged under exchange of the two perturbations, for all data,
exactly when `F` is a symmetric matrix. -/
theorem exchange_symmetric_iff (F : Matrix n n K) :
    (∀ ηX ηY tX tY : n → K,
      symmetricResponse F ηX ηY tX tY = symmetricResponse F ηY ηX tY tX) ↔ F.IsSymm := by
  constructor
  · intro h
    -- unit amplitudes read off the matrix elements of F
    refine Matrix.IsSymm.ext fun i j => ?_
    have hij := h 0 0 (Pi.single j 1) (Pi.single i 1)
    simpa [symmetricResponse] using hij
  · intro hF ηX ηY tX tY
    have h : tX ⬝ᵥ (F *ᵥ tY) = tY ⬝ᵥ (F *ᵥ tX) := by
      rw [Matrix.dotProduct_mulVec, ← Matrix.mulVec_transpose, hF.eq, dotProduct_comm]
    unfold symmetricResponse
    rw [h]
    ring
```

The two directions of the proof follow this argument, with `Pi.single` as the unit vector. A matrix of second derivatives of a smooth Lagrangian is symmetric, so the condition is met in the coupled-cluster setting.

The multiplier expression does not show this symmetry, since it treats X and Y differently. Apply the elimination twice, once with the multipliers of Y at ω and once with those of X at −ω. For symmetric F the two results are equal, so

η_X·t_Y + m_Y·ξ_X = η_Y·t_X + m_X·ξ_Y,

where t_Y and m_Y belong to ω, and t_X and m_X belong to −ω.

```lean
/-- For symmetric `F` the response function with the multipliers of `Y` at frequency `ω` equals
the one with the multipliers of `X` at frequency `-ω`. -/
theorem response_reciprocity {A F : Matrix n n K} (hF : F.IsSymm) {ω : K}
    {ξX ξY ηX ηY tX tY mX mY : n → K}
    (hX : IsAmplitude A (-ω) ξX tX) (hY : IsAmplitude A ω ξY tY)
    (hmX : IsMultiplier A F (-ω) ηX tX mX) (hmY : IsMultiplier A F ω ηY tY mY) :
    multiplierResponse ηX ξX tY mY = multiplierResponse ηY ξY tX mX := by
  have hY' : IsAmplitude A (-(-ω)) ξY tY := by rw [neg_neg]; exact hY
  rw [multiplierResponse_eq_symmetricResponse hX hmY,
    multiplierResponse_eq_symmetricResponse hY' hmX]
  exact (exchange_symmetric_iff F).mpr hF ηX ηY tX tY
```

The second use of the elimination needs t_Y at frequency −(−ω), which `hY'` supplies. The last line of the proof is the exchange symmetry for `F`.

## Two amplitudes, worked by hand

Take ω = 1 and, with matrices written row by row,

A = (2, 1; 0, 3), F = (0, 1; 1, 0).

The Jacobian is not symmetric, while F is. Choose the perturbation vectors

ξ_X = (−2, 4), ξ_Y = (−2, −2), η_X = (0, −4), η_Y = (−4, −6).

The amplitudes are t_X = (1, −1) at frequency −1 and t_Y = (1, 1) at frequency 1:

(A + 1) t_X = (3 − 1, −4) = (2, −4) = −ξ_X,

(A − 1) t_Y = (1 + 1, 2) = (2, 2) = −ξ_Y.

Both multiplier vectors are (1, 1). For m_Y at frequency 1,

(A + 1)ᵀ m_Y = (3, 1 + 4) = (3, 5),

η_Y + F t_Y = (−4, −6) + (1, 1) = (−3, −5).

For m_X at frequency −1,

(A − 1)ᵀ m_X = (1, 1 + 2) = (1, 3),

η_X + F t_X = (0, −4) + (−1, 1) = (−1, −3).

In each case the first vector is minus the second, as required. The response function now has three evaluations:

η_X·t_Y + m_Y·ξ_X = −4 + 2 = −2,

η_Y·t_X + m_X·ξ_Y = 2 − 4 = −2,

η_X·t_Y + η_Y·t_X + t_X·F t_Y = −4 + 2 + 0 = −2.

The theorem below checks the symmetry of F, the four linear equations and the first of these values. The proof treats each equation component by component and finishes with arithmetic.

```lean
/-- Two amplitudes with the Jacobian `!![2, 1; 0, 3]` at frequency `1` meet all the hypotheses of
`response_reciprocity`, and the response function has the value `-2`. -/
theorem response_reciprocity_witness :
    (!![0, 1; 1, 0] : Matrix (Fin 2) (Fin 2) ℝ).IsSymm ∧
    IsAmplitude (!![2, 1; 0, 3] : Matrix (Fin 2) (Fin 2) ℝ) (-1) ![-2, 4] ![1, -1] ∧
    IsAmplitude (!![2, 1; 0, 3] : Matrix (Fin 2) (Fin 2) ℝ) 1 ![-2, -2] ![1, 1] ∧
    IsMultiplier (!![2, 1; 0, 3] : Matrix (Fin 2) (Fin 2) ℝ) !![0, 1; 1, 0] (-1)
      ![0, -4] ![1, -1] ![1, 1] ∧
    IsMultiplier (!![2, 1; 0, 3] : Matrix (Fin 2) (Fin 2) ℝ) !![0, 1; 1, 0] 1
      ![-4, -6] ![1, 1] ![1, 1] ∧
    multiplierResponse (![0, -4] : Fin 2 → ℝ) ![-2, 4] ![1, 1] ![1, 1] = -2 := by
  refine ⟨Matrix.IsSymm.ext fun i j => by fin_cases i <;> fin_cases j <;> rfl,
    ?_, ?_, ?_, ?_, ?_⟩
  · unfold IsAmplitude
    ext i
    simp only [Pi.neg_apply, Matrix.mulVec, dotProduct, Fin.sum_univ_two]
    fin_cases i <;> simp
    norm_num
  · unfold IsAmplitude
    ext i
    simp only [Pi.neg_apply, Matrix.mulVec, dotProduct, Fin.sum_univ_two]
    fin_cases i <;> simp
    norm_num
  · unfold IsMultiplier
    ext i
    simp only [Pi.neg_apply, Pi.add_apply, Matrix.mulVec, dotProduct, Fin.sum_univ_two]
    fin_cases i <;> simp <;> norm_num
  · unfold IsMultiplier
    ext i
    simp only [Pi.neg_apply, Pi.add_apply, Matrix.mulVec, dotProduct, Fin.sum_univ_two]
    fin_cases i <;> simp <;> norm_num
  · simp [multiplierResponse, dotProduct, Fin.sum_univ_succ]

end CoupledClusterResponse
```

```lean
#print axioms CoupledClusterResponse.second_order_energy
#print axioms CoupledClusterResponse.multiplierResponse_eq_symmetricResponse
#print axioms CoupledClusterResponse.static_response
#print axioms CoupledClusterResponse.response_reciprocity
```

```
'CoupledClusterResponse.second_order_energy' depends on axioms: [propext, Classical.choice, Quot.sound]
'CoupledClusterResponse.multiplierResponse_eq_symmetricResponse' depends on axioms: [propext, Classical.choice, Quot.sound]
'CoupledClusterResponse.static_response' depends on axioms: [propext, Classical.choice, Quot.sound]
'CoupledClusterResponse.response_reciprocity' depends on axioms: [propext, Classical.choice, Quot.sound]
```
